# A finite mixture of exponential decays never falls below the exponential with its mean rate

## Populations, rates and survival

An ensemble of molecules is divided into finitely many populations, labelled by \(i\) in a finite index type `ι`. Population \(i\) has the initial weight \(p_i\) and the decay rate \(k_i\), which in RRKM theory could be the microcanonical rate at the energy of that population. Here the rates are given constants, and no molecules pass between populations, as they would if collisions exchanged energy.

In Lean, `p` and `k` are arbitrary real functions on `ι`. The conditions \(p_i\ge 0\) or \(p_i>0\), called `hp`, and \(\sum_i p_i=1\), called `h1`, appear only in the theorems that use them. The sign of the rates is never restricted, and the time \(t\) is any real number.

```lean
import Mathlib

namespace UnimolecularSurvival

noncomputable section

variable {ι : Type*} [Fintype ι] (p k : ι → ℝ)
```

The mean rate is \(\bar k=\sum_i p_i k_i\), written `meanRate p k`.

```lean
/-- The mean decay rate of populations `p` with rates `k`. -/
def meanRate : ℝ := ∑ i, p i * k i
```

The survival is the fraction of molecules left at time \(t\), \(S(t)=\sum_i p_i e^{-k_i t}\).

```lean
/-- The survival at time `t`: each population decays exponentially with its own rate. -/
def survival (t : ℝ) : ℝ := ∑ i, p i * Real.exp (-(k i * t))
```

Among the survivors, population \(i\) has the renormalised weight \(q_i(t)=p_i e^{-k_i t}/S(t)\).

```lean
/-- The populations among the molecules that survive at time `t`, renormalised. -/
def survivors (t : ℝ) (i : ι) : ℝ := p i * Real.exp (-(k i * t)) / survival p k t
```

The variance of the rates over the weights \(p_i\) is \(\sum_i p_i(k_i-\bar k)^2\).

```lean
/-- The variance of the decay rate over the populations `p`. -/
def rateVariance : ℝ := ∑ i, p i * (k i - meanRate p k) ^ 2
```

The effective rate is the mean rate of the survivors, \(k_{\mathrm{eff}}(t)=\sum_i q_i(t)k_i\).

```lean
/-- The effective rate at time `t`: the mean rate of the surviving molecules. -/
def effectiveRate (t : ℝ) : ℝ := meanRate (survivors p k t) k
```

## (a) The slope of the survival at any time

Write \(S_1(t)=\sum_i p_i k_i e^{-k_i t}\). Show that, for arbitrary real weights,
\[
S'(t)=-S_1(t).
\]

By the chain rule, the term \(p_i e^{-k_i t}\) has derivative \(-p_i k_i e^{-k_i t}\). The sum is finite, so it may be differentiated term by term.

In Lean, \(S_1\) is `survival` with the weights `p i * k i`, and `HasDerivAt f d t` means that `f` is differentiable at `t` with derivative `d`. The step `h` treats one term, and `HasDerivAt.fun_sum` adds the terms.

```lean
/-- The time derivative of the survival is minus the same sum with each population
weighted by its rate. -/
theorem hasDerivAt_survival (t : ℝ) :
    HasDerivAt (survival p k) (-(survival (fun i => p i * k i) k t)) t := by
  have h : ∀ i ∈ (Finset.univ : Finset ι),
      HasDerivAt (fun s : ℝ => p i * Real.exp (-(k i * s)))
        (-(p i * k i * Real.exp (-(k i * t)))) t := by
    intro i _
    have h0 : HasDerivAt (fun s : ℝ => -(k i * s)) (-(k i)) t :=
      (((hasDerivAt_id' t).const_mul (k i)).fun_neg).congr_deriv (by ring)
    exact (h0.exp.const_mul (p i)).congr_deriv (by ring)
  exact (HasDerivAt.fun_sum h).congr_deriv (by simp [survival])
```

## (b) The initial slope

Show that the survival starts with the slope
\[
S'(0)=-\bar k .
\]

At \(t=0\) every exponential equals 1, so \(S_1(0)=\sum_i p_i k_i=\bar k\). The proof specialises (a) and simplifies.

```lean
/-- The initial slope of the survival is minus the mean rate. -/
theorem initial_slope : HasDerivAt (survival p k) (-(meanRate p k)) 0 :=
  (hasDerivAt_survival p k 0).congr_deriv (by simp [survival, meanRate])
```

## (c) A tangent below each decay factor

Fix \(t\) and regard \(e^{-xt}\) as a function of the rate \(x\). Show that it lies on or above its tangent at any rate \(m\),
\[
e^{-mt}\bigl(1-(x-m)t\bigr)\le e^{-xt},
\]
with strict inequality when \(x\ne m\) and \(t\ne 0\).

Factor \(e^{-xt}=e^{-mt}e^{-(x-m)t}\) and apply \(1+u\le e^u\) with \(u=-(x-m)t\). The inequality is strict for \(u\neq0\), and multiplying by the positive number \(e^{-mt}\) preserves it.

The Lean step `hs` is the factorisation. `Real.add_one_le_exp` and `Real.add_one_lt_exp` supply the two forms of the inequality.

```lean
/-- As a function of the rate `x`, the decay factor lies on or above its tangent at the
rate `m`, and strictly above it for `x ≠ m` and `t ≠ 0`. -/
theorem decay_factor_tangent (x m t : ℝ) :
    Real.exp (-(m * t)) * (-((x - m) * t) + 1) ≤ Real.exp (-(x * t)) ∧
    (x ≠ m → t ≠ 0 →
      Real.exp (-(m * t)) * (-((x - m) * t) + 1) < Real.exp (-(x * t))) := by
  have hs : Real.exp (-(x * t)) = Real.exp (-(m * t)) * Real.exp (-((x - m) * t)) := by
    rw [← Real.exp_add]
    congr 1
    ring
  rw [hs]
  refine ⟨mul_le_mul_of_nonneg_left (Real.add_one_le_exp _) (Real.exp_pos _).le, ?_⟩
  intro hx ht
  have hne : -((x - m) * t) ≠ 0 := neg_ne_zero.mpr (mul_ne_zero (sub_ne_zero.mpr hx) ht)
  exact mul_lt_mul_of_pos_left (Real.add_one_lt_exp hne) (Real.exp_pos _)
```

## (d) The linear terms average to zero

Let \(\sum_i p_i=1\). Show that for every real \(a\)
\[
\sum_i p_i\,a\bigl(1-(k_i-\bar k)t\bigr)=a .
\]

Collecting terms gives
\[
a(1+\bar k t)\sum_i p_i-at\sum_i p_i k_i=a(1+\bar k t)-at\bar k=a .
\]

The proof names the mean rate `m`, expands each term in `h`, and then splits the sum in the same way. The weights need not be positive.

```lean
/-- Averaged over the populations, the terms linear in the deviation from the mean rate
cancel. -/
theorem average_tangent (h1 : ∑ i, p i = 1) (a t : ℝ) :
    ∑ i, p i * (a * (-((k i - meanRate p k) * t) + 1)) = a := by
  obtain ⟨m, hm⟩ : ∃ m, ∑ i, p i * k i = m := ⟨_, rfl⟩
  have hm' : meanRate p k = m := hm
  rw [hm']
  have h : ∀ i, p i * (a * (-((k i - m) * t) + 1)) =
      a * (1 + m * t) * p i - a * t * (p i * k i) := fun i => by ring
  rw [Finset.sum_congr rfl (fun i _ => h i), Finset.sum_sub_distrib,
    ← Finset.mul_sum, ← Finset.mul_sum, h1, hm]
  ring
```

## (e) The lower bound on the survival

Let \(p_i\ge 0\) and \(\sum_i p_i=1\). Show that at every time
\[
e^{-\bar k t}\le S(t).
\]

Set \(x=k_i\) and \(m=\bar k\) in (c), multiply by \(p_i\) and sum over \(i\). The right side becomes \(S(t)\). By (d) with \(a=e^{-\bar k t}\), the left side becomes \(e^{-\bar k t}\).

Lean uses (d) from right to left to write the exponential as a sum, and then compares the sums term by term with `Finset.sum_le_sum`. For an ensemble with fixed rates and no exchange between populations, extrapolating the initial rate as a single exponential therefore never overestimates the later survival.

```lean
/-- The survival is never below the single exponential with the mean rate. -/
theorem exp_mean_le_survival (hp : ∀ i, 0 ≤ p i) (h1 : ∑ i, p i = 1) (t : ℝ) :
    Real.exp (-(meanRate p k * t)) ≤ survival p k t := by
  rw [← average_tangent p k h1 (Real.exp (-(meanRate p k * t))) t]
  unfold survival
  exact Finset.sum_le_sum fun i _ =>
    mul_le_mul_of_nonneg_left (decay_factor_tangent (k i) (meanRate p k) t).1 (hp i)
```

## (f) When the bound is attained

Let all \(p_i>0\), \(\sum_i p_i=1\) and \(t\ne0\). Show that
\[
S(t)=e^{-\bar k t}\quad\Longleftrightarrow\quad k_i=k_j\ \text{for all } i,j .
\]

Suppose that equality holds but some \(k_i\ne\bar k\). The tangent bound for that \(i\) is strict, and \(p_i>0\) keeps it strict in the sum, so \(S(t)>e^{-\bar k t}\), a contradiction. Hence every rate equals \(\bar k\). Conversely, if all rates coincide, their common value is \(\bar k\), and \(S(t)=e^{-\bar k t}\sum_i p_i=e^{-\bar k t}\).

The first direction is `hall`, proved by contradiction with `Finset.sum_lt_sum`; the second first shows `hm`, that each rate is the mean. Positivity matters because a population of zero weight could have any rate without changing \(S\). In the smallest case, a single population, the right side holds trivially and the decay is exactly exponential.

```lean
/-- With all populations positive, the survival equals the single exponential with the mean
rate at a given time `t ≠ 0` if and only if all decay rates coincide. -/
theorem survival_eq_exp_mean_iff (hp : ∀ i, 0 < p i) (h1 : ∑ i, p i = 1)
    {t : ℝ} (ht : t ≠ 0) :
    survival p k t = Real.exp (-(meanRate p k * t)) ↔ ∀ i j, k i = k j := by
  constructor
  · intro h
    have hall : ∀ i, k i = meanRate p k := by
      intro i
      by_contra hi
      -- one rate off the mean makes the averaged tangent bound strict
      have hlt : ∑ j, p j * (Real.exp (-(meanRate p k * t)) *
          (-((k j - meanRate p k) * t) + 1)) < survival p k t := by
        unfold survival
        exact Finset.sum_lt_sum
          (fun j _ => mul_le_mul_of_nonneg_left
            (decay_factor_tangent (k j) (meanRate p k) t).1 (hp j).le)
          ⟨i, Finset.mem_univ i, mul_lt_mul_of_pos_left
            ((decay_factor_tangent (k i) (meanRate p k) t).2 hi ht) (hp i)⟩
      rw [average_tangent p k h1] at hlt
      linarith
    exact fun i j => (hall i).trans (hall j).symm
  · intro h
    have hm : ∀ i, k i = meanRate p k := by
      intro i
      have e : ∀ j, p j * k j = p j * k i := fun j => by rw [h j i]
      unfold meanRate
      rw [Finset.sum_congr rfl (fun j _ => e j), ← Finset.sum_mul, h1, one_mul]
    have hs : survival p k t = ∑ i, p i * Real.exp (-(meanRate p k * t)) := by
      unfold survival
      exact Finset.sum_congr rfl fun i _ => by rw [hm i]
    rw [hs, ← Finset.sum_mul, h1, one_mul]
```

## (g) Averages over the survivors

Let \(c_i\) be any real quantity attached to the populations, and let \(S(t)\ne0\). Show that its average over the survivors is
\[
\sum_i q_i(t)c_i=\frac{\sum_i p_i c_i e^{-k_i t}}{S(t)} .
\]

Insert the definition of \(q_i(t)\) and take the common denominator out of the sum, which is what `Finset.sum_div` does. The numerator is again a `survival`, with weights `p i * c i`. The Lean statement omits the condition \(S(t)\ne0\), because Lean sets \(x/0=0\) and both sides are then 0.

```lean
/-- The average of a quantity `c` over the survivors is a ratio of two survival sums. -/
theorem average_survivors (c : ι → ℝ) (t : ℝ) :
    ∑ i, survivors p k t i * c i =
      survival (fun i => p i * c i) k t / survival p k t := by
  have h : ∀ i, survivors p k t i * c i =
      p i * c i * Real.exp (-(k i * t)) / survival p k t := fun i => by
    unfold survivors
    ring
  exact (Finset.sum_congr rfl fun i _ => h i).trans (Finset.sum_div _ _ _).symm
```

## (h) A first-order law with a changing rate

Let \(p_i\ge0\) and \(\sum_i p_i=1\). Show that
\[
S'(t)=-k_{\mathrm{eff}}(t)\,S(t).
\]

Taking \(c_i=k_i\) in (g) gives \(k_{\mathrm{eff}}=S_1/S\). By (e), \(S(t)\ge e^{-\bar kt}>0\), so \(k_{\mathrm{eff}}S=S_1\), and (a) completes the argument. In Lean, `hS` is the positivity and `he` the ratio.

```lean
/-- At every time the ensemble decays by a first-order law with the effective rate. -/
theorem survival_rate_law (hp : ∀ i, 0 ≤ p i) (h1 : ∑ i, p i = 1) (t : ℝ) :
    HasDerivAt (survival p k) (-(effectiveRate p k t * survival p k t)) t := by
  have hS := (Real.exp_pos _).trans_le (exp_mean_le_survival p k hp h1 t)
  have he : effectiveRate p k t =
      survival (fun i => p i * k i) k t / survival p k t := average_survivors p k k t
  rw [he, div_mul_cancel₀ _ hS.ne']
  exact hasDerivAt_survival p k t
```

## (i) The effective rate and the variance

Under the same assumptions, show that
\[
k_{\mathrm{eff}}'(t)=-\sum_i q_i(t)\bigl(k_i-k_{\mathrm{eff}}(t)\bigr)^2 .
\]

Let \(S_2(t)=\sum_i p_i k_i^2e^{-k_i t}\). Part (a), applied to the weights \(p_i k_i\), gives \(S_1'=-S_2\). The quotient rule then yields
\[
\left(\frac{S_1}{S}\right)'=\frac{-S_2S+S_1^2}{S^2}
=-\left[\frac{S_2}{S}-\left(\frac{S_1}{S}\right)^2\right].
\]
By (g), \(S_2/S\) is the mean of \(k_i^2\) over the survivors and \(S_1/S\) is the mean of \(k_i\). Since \(\sum_i q_i=1\), expanding the square shows that the bracket is the variance.

In the proof, `key` expands the square, `hq` gives the normalisation, and `hv` writes the variance as the bracket. `hA` is the derivative of \(S_1\), and `fun_div` applies the quotient rule.

```lean
/-- The time derivative of the effective rate is minus the variance of the decay rate among
the survivors. -/
theorem hasDerivAt_effectiveRate (hp : ∀ i, 0 ≤ p i) (h1 : ∑ i, p i = 1) (t : ℝ) :
    HasDerivAt (effectiveRate p k) (-(rateVariance (survivors p k t) k)) t := by
  have hS : survival p k t ≠ 0 :=
    ((Real.exp_pos _).trans_le (exp_mean_le_survival p k hp h1 t)).ne'
  have hf : effectiveRate p k =
      fun s => survival (fun i => p i * k i) k s / survival p k s :=
    funext fun s => average_survivors p k k s
  -- second moment minus squared mean
  have key : ∀ (q : ι → ℝ) (m : ℝ), ∑ i, q i * (k i - m) ^ 2 =
      ∑ i, q i * (k i * k i) - 2 * m * ∑ i, q i * k i + m ^ 2 * ∑ i, q i := by
    intro q m
    rw [Finset.mul_sum, Finset.mul_sum, ← Finset.sum_sub_distrib, ← Finset.sum_add_distrib]
    exact Finset.sum_congr rfl fun i _ => by ring
  have hq : ∑ i, survivors p k t i = 1 := by
    simpa [hS] using average_survivors p k (fun _ => 1) t
  have hm : meanRate (survivors p k t) k =
      survival (fun i => p i * k i) k t / survival p k t := average_survivors p k k t
  have h2 : ∑ i, survivors p k t i * (k i * k i) =
      survival (fun i => p i * (k i * k i)) k t / survival p k t :=
    average_survivors p k (fun i => k i * k i) t
  have hv : rateVariance (survivors p k t) k =
      survival (fun i => p i * (k i * k i)) k t / survival p k t -
        (survival (fun i => p i * k i) k t / survival p k t) ^ 2 := by
    unfold rateVariance
    rw [hm, key, h2, hq, average_survivors p k k t]
    ring
  have hA : HasDerivAt (survival (fun i => p i * k i) k)
      (-(survival (fun i => p i * (k i * k i)) k t)) t := by
    simpa only [mul_assoc] using hasDerivAt_survival (fun i => p i * k i) k t
  rw [hf, hv]
  refine (hA.fun_div (hasDerivAt_survival p k t) hS).congr_deriv ?_
  field_simp
  try ring
```

## (j) Unequal rates make the effective rate fall

Let all \(p_i>0\), \(\sum_i p_i=1\), and let two of the rates differ. Show that
\[
t_1<t_2\quad\Longrightarrow\quad k_{\mathrm{eff}}(t_2)<k_{\mathrm{eff}}(t_1).
\]

Two different rates cannot both equal \(k_{\mathrm{eff}}(t)\), so at least one term of the variance in (i) is positive, because every \(q_i(t)>0\). The other terms are nonnegative. The derivative is therefore negative at every time, and the function decreases strictly. Physically, the populations with larger rates are depleted first.

For a numerical instance, take two populations with \(p_1=p_2=\tfrac12\) and rates 1 and 3 in some inverse time unit, so that \(\bar k=2\). At \(t=\ln 2\),
\[
S=\tfrac12\left(\tfrac12+\tfrac18\right)=\tfrac5{16}>\tfrac14=e^{-\bar k t}.
\]
The survivors have weights \(\tfrac45\) and \(\tfrac15\), so the effective rate has fallen from 2 to \(\tfrac75\). Its slope at that time is \(-\bigl[\tfrac45(0.4)^2+\tfrac15(1.6)^2\bigr]=-0.64\).

`StrictAnti` is the displayed implication for all real times. The proof obtains it from the negative derivative by `strictAnti_of_deriv_neg`, finds by a case distinction a population `l` whose rate differs from the mean, and uses `Finset.sum_pos'` for the positive variance.

```lean
/-- With all populations positive and two of the rates different, the effective rate falls strictly
with time. -/
theorem effectiveRate_strictAnti (hp : ∀ i, 0 < p i) (h1 : ∑ i, p i = 1)
    {i j : ι} (hij : k i ≠ k j) : StrictAnti (effectiveRate p k) := by
  apply strictAnti_of_deriv_neg
  intro t
  rw [(hasDerivAt_effectiveRate p k (fun l => (hp l).le) h1 t).deriv, neg_lt_zero]
  have hS := (Real.exp_pos _).trans_le (exp_mean_le_survival p k (fun l => (hp l).le) h1 t)
  have hq : ∀ l, 0 < survivors p k t l := fun l =>
    div_pos (mul_pos (hp l) (Real.exp_pos _)) hS
  -- at least one of the two rates differs from the mean
  obtain ⟨l, hl⟩ : ∃ l, k l ≠ meanRate (survivors p k t) k := by
    by_cases h : k i = meanRate (survivors p k t) k
    · exact ⟨j, fun h' => hij (h.trans h'.symm)⟩
    · exact ⟨i, h⟩
  unfold rateVariance
  exact Finset.sum_pos' (fun n _ => mul_nonneg (hq n).le (sq_nonneg _))
    ⟨l, Finset.mem_univ l, mul_pos (hq l) (pow_pos_of_ne l hl)⟩
where
  pow_pos_of_ne {t : ℝ} (l : ι) (hl : k l ≠ meanRate (survivors p k t) k) :
      0 < (k l - meanRate (survivors p k t) k) ^ 2 :=
    lt_of_le_of_ne (sq_nonneg _) (Ne.symm (pow_ne_zero 2 (sub_ne_zero.mpr hl)))

end

end UnimolecularSurvival
```

```lean
#print axioms UnimolecularSurvival.exp_mean_le_survival
#print axioms UnimolecularSurvival.survival_eq_exp_mean_iff
#print axioms UnimolecularSurvival.survival_rate_law
#print axioms UnimolecularSurvival.effectiveRate_strictAnti
```

```
'UnimolecularSurvival.exp_mean_le_survival' depends on axioms: [propext, Classical.choice, Quot.sound]
'UnimolecularSurvival.survival_eq_exp_mean_iff' depends on axioms: [propext, Classical.choice, Quot.sound]
'UnimolecularSurvival.survival_rate_law' depends on axioms: [propext, Classical.choice, Quot.sound]
'UnimolecularSurvival.effectiveRate_strictAnti' depends on axioms: [propext, Classical.choice, Quot.sound]
```
